# A real symmetric Hessian that commutes with a real J satisfying J² = −1 has an even saddle index

## Can one mode of a degenerate pair go downhill alone?

By the index of a stationary point I mean the number of negative eigenvalues of its Hessian, counted with multiplicity, so a transition state has index one. My search has converged to a structure with a threefold axis, and its only negative curvature lies in the degenerate E modes. I know that the rotation gives every E mode a partner. But that seems to show only that there are at least two downhill directions. Why couldn't there be three, with partners shared between them? And could a change of parameters that keeps the symmetry leave exactly one?

## Downhill E modes come in even numbers

Let H be the real symmetric matrix of second derivatives, restricted to the E modes and written in an orthonormal basis of them. Its eigenvalues are the force constants. Let R be the matrix of the rotation through the angle θ on the same modes, and write 1 for the identity matrix. The letter H stands for a Hessian here, not a Hamiltonian, and J below is neither a Jacobian nor an angular momentum.

Neither three nor one is possible within the E block. The rotation acts there as a turn through θ in each of a set of planes, so

R² + 1 = 2 cos θ R.

For a threefold axis θ = 120°, and this reads R² + R + 1 = 0. When the energy surface around the structure has this rotation as a symmetry, HR = RH. Now define

J = (R − cos θ)/sin θ.

Using the relation for R,

(R − cos θ)² = R² − 2 cos θ R + cos² θ = cos² θ − 1 = −sin² θ,

so J² = −1. Since J is built from R and the identity, HJ = JH as well.

**No eigenspace has dimension three.** Suppose Hx = μx. Then

H(Jx) = J(Hx) = μ(Jx),

so J maps the eigenspace of μ into itself. Let d be the dimension of that eigenspace and j the restriction of J to it. From j² = −1 it follows that

det(j)² = (−1)^d.

The left side is the square of a real number, so d is even. This is what rules out shared partners.

**The total is even too.** For symmetric H one can add up the dimensions of the eigenspaces with μ < 0. A second argument works directly with the list of force constants, and it is the one used in the Lean proof. Let the columns of U be orthonormal normal modes, let V be the transpose of U, and let Λ be the diagonal matrix of force constants l_i. Then UV = VU = 1, HU = UΛ and ΛV = VH. Put K = VJU, which is J in normal-mode coordinates:

K² = VJ(UV)JU = VJ²U = −1,

ΛK = VHJU = VJHU = KΛ.

The entries of the second equation give (l_i − l_j) K_ij = 0, so K couples only modes with equal force constants. Let D be the diagonal matrix with 1 for each mode with l_i < 0 and 0 for the others. Modes with equal force constants have equal entries in D, hence DK = KD. Also D² = D. Define

M = DK + 1 − D,

which acts as K on the downhill modes and as the identity on the rest. The cross terms vanish, since DK(1 − D) = 0 and (1 − D)DK = 0. What remains is

M² = (DK)² + (1 − D)² = −D + 1 − D = 1 − 2D.

This matrix is diagonal, with −1 for each downhill mode and 1 for each other mode. If there are m downhill modes,

det(M)² = (−1)^m,

and m is even.

## What commutation contributes

Having a J with J² = −1 is not enough by itself. Take

H = [[−1, 0], [0, 1]], J = [[0, −1], [1, 0]].

Here J² = −1, but HJ = −JH: the quarter turn exchanges the uphill and downhill directions. The index of H is one.

## The statements in Lean

The matrices have type `Matrix n n ℝ`, where `n` is any finite index type, including the empty one. For real matrices `H.IsHermitian` means symmetric. The family `hH.eigenvalues` lists the force constants with multiplicity, and `saddleIndex hH` counts its negative members. No gradient appears, so that the point is stationary is part of the physical reading.

The main theorem, `not_index_one_saddle`, takes a symmetric `H` and a `J` with `J * J = -1` and `H * J = J * H`. It concludes that every eigenspace has even dimension, that the saddle index is even, and that it is not one. The eigenspace statement runs over all real `μ`; where `μ` is not an eigenvalue, the eigenspace is zero and its dimension is 0. `J` need not be orthogonal.

`even_index_of_rotation` is the version for your structure, with the relation for `R` as a hypothesis. The condition `Real.sin θ ≠ 0` keeps out the angles 0° and 180°, at which a non-degenerate mode with R = 1 or R = −1 would satisfy the same relation.

The step left to you is the passage from the full molecular Hessian to the E block. On all displacements together the relation for R generally fails, because totally symmetric modes have R = 1. Such a mode may supply a single negative force constant, so a structure with a threefold axis can still be a transition state. In the groups C_n and C_nv with n > 3, each type of doubly degenerate mode has its own θ and its own block. The triply degenerate modes of a cubic group fall outside the argument, and they can give an index of three.

The last two theorems supply examples. `block_hessian_witness` shows that every symmetric `A` and antisymmetric `B` of equal size give a Hessian and a `J` that meet the hypotheses. `index_two_attained` computes the index of an isotropic maximum in two dimensions as exactly two. That Hessian is −1, which commutes with every J.

```lean
import Mathlib

open Matrix

namespace DegenerateTransitionModes

variable {n : Type*} [Fintype n] [DecidableEq n]

/-- The saddle index of a real symmetric Hessian: the number of its negative eigenvalues,
counted with multiplicity. -/
noncomputable def saddleIndex {H : Matrix n n ℝ} (hH : H.IsHermitian) : ℕ :=
  (Finset.univ.filter fun i => hH.eigenvalues i < 0).card

/-- If a real matrix `H` commutes with a real `J` satisfying `J² = -1`, every eigenspace
of `H` has even dimension. -/
theorem even_finrank_eigenspace {H J : Matrix n n ℝ} (hJ : J * J = -1)
    (hc : H * J = J * H) (μ : ℝ) :
    Even (Module.finrank ℝ (Module.End.eigenspace (Matrix.toLin' H) μ)) := by
  -- J maps the eigenspace into itself
  have hmem : ∀ x ∈ Module.End.eigenspace (Matrix.toLin' H) μ,
      Matrix.toLin' J x ∈ Module.End.eigenspace (Matrix.toLin' H) μ := by
    intro x hx
    rw [Module.End.mem_eigenspace_iff, Matrix.toLin'_apply] at hx
    rw [Module.End.mem_eigenspace_iff, Matrix.toLin'_apply, Matrix.toLin'_apply,
      Matrix.mulVec_mulVec, hc, ← Matrix.mulVec_mulVec, hx, Matrix.mulVec_smul]
  have hsq : ((Matrix.toLin' J).restrict hmem) ∘ₗ ((Matrix.toLin' J).restrict hmem)
      = (-1 : ℝ) • LinearMap.id := by
    ext1 x
    apply Subtype.ext
    change J *ᵥ (J *ᵥ (x : n → ℝ)) = (-1 : ℝ) • (x : n → ℝ)
    rw [Matrix.mulVec_mulVec, hJ, Matrix.neg_mulVec, Matrix.one_mulVec, neg_one_smul]
  -- a squared real determinant cannot be -1
  have hdet := congrArg LinearMap.det hsq
  rw [LinearMap.det_comp, LinearMap.det_smul, LinearMap.det_id, mul_one] at hdet
  by_contra hodd
  rw [Nat.not_even_iff_odd] at hodd
  rw [hodd.neg_one_pow] at hdet
  nlinarith [mul_self_nonneg (LinearMap.det ((Matrix.toLin' J).restrict hmem))]

/-- In normal-mode coordinates: if a real matrix `K` satisfies `K² = -1` and commutes with the
diagonal matrix of force constants `l`, any condition on the force constant selects an even number
of modes. -/
theorem even_card_modes (l : n → ℝ) {K : Matrix n n ℝ} (hK : K * K = -1)
    (hc : diagonal l * K = K * diagonal l) (p : ℝ → Prop) [DecidablePred p] :
    Even (Finset.univ.filter fun i => p (l i)).card := by
  -- D projects onto the selected modes
  obtain ⟨D, hD⟩ : ∃ D : Matrix n n ℝ,
    D = diagonal (fun i => if p (l i) then (1 : ℝ) else 0) := ⟨_, rfl⟩
  have hDD : D * D = D := by
    rw [hD, Matrix.diagonal_mul_diagonal]
    congr 1
    funext i
    by_cases hp : p (l i) <;> simp [hp]
  have hKD : K * D = D * K := by
    ext i j
    have h := congrFun (congrFun hc i) j
    rw [Matrix.diagonal_mul, Matrix.mul_diagonal] at h
    rw [hD, Matrix.diagonal_mul, Matrix.mul_diagonal]
    by_cases hl : l i = l j
    · rw [hl, mul_comm]
    · have h0 : (l i - l j) * K i j = 0 := by linear_combination h
      have hz : K i j = 0 := (mul_eq_zero.mp h0).resolve_left (sub_ne_zero.mpr hl)
      rw [hz, zero_mul, mul_zero]
  have h2 : D * K * D = D * K := by rw [mul_assoc, hKD, ← mul_assoc, hDD]
  have h1 : D * K * (D * K) = -D := by
    rw [← mul_assoc, h2, mul_assoc, hK, mul_neg, mul_one]
  have h3 : D * (D * K) = D * K := by rw [← mul_assoc, hDD]
  -- K on the selected modes, the identity on the others
  have hM : (D * K + (1 - D)) * (D * K + (1 - D)) = 1 - D - D := by
    calc (D * K + (1 - D)) * (D * K + (1 - D))
        = D * K * (D * K) + (D * K - D * K * D) + (D * K - D * (D * K))
          + (1 - D - D + D * D) := by noncomm_ring
      _ = 1 - D - D := by
          rw [h1, h2, h3, hDD]
          abel
  have hE : 1 - D - D = diagonal (fun i => if p (l i) then (-1 : ℝ) else 1) := by
    ext i j
    rcases eq_or_ne i j with rfl | hij
    · by_cases hp : p (l i) <;> simp [hD, hp]
    · simp [hD, hij]
  have hdet := congrArg Matrix.det hM
  rw [hE, Matrix.det_mul, Matrix.det_diagonal, Finset.prod_ite, Finset.prod_const,
    Finset.prod_const_one, mul_one] at hdet
  by_contra hodd
  rw [Nat.not_even_iff_odd] at hodd
  rw [hodd.neg_one_pow] at hdet
  nlinarith [mul_self_nonneg (D * K + (1 - D)).det]

/-- A real symmetric Hessian commuting with a real `J` satisfying `J² = -1` has
eigenspaces of even dimension and an even saddle index, so it is not an index-one saddle. -/
theorem not_index_one_saddle {H J : Matrix n n ℝ} (hH : H.IsHermitian)
    (hJ : J * J = -1) (hc : H * J = J * H) :
    (∀ μ : ℝ, Even (Module.finrank ℝ (Module.End.eigenspace (Matrix.toLin' H) μ))) ∧
      Even (saddleIndex hH) ∧ saddleIndex hH ≠ 1 := by
  have hev : Even (saddleIndex hH) := by
    -- U collects the normal modes as columns, V is its inverse
    obtain ⟨U, hU⟩ : ∃ U : Matrix n n ℝ, U = (hH.eigenvectorUnitary : Matrix n n ℝ) :=
      ⟨_, rfl⟩
    obtain ⟨V, hV⟩ : ∃ V : Matrix n n ℝ, V = star U := ⟨_, rfl⟩
    have hUV : U * V = 1 := by
      rw [hV, hU]
      exact Matrix.mem_unitaryGroup_iff.mp hH.eigenvectorUnitary.2
    have hVU : V * U = 1 := mul_eq_one_comm.mp hUV
    have hHU : H * U = U * diagonal hH.eigenvalues := by
      ext i j
      have h := congrFun (hH.mulVec_eigenvectorBasis j) i
      rw [Matrix.mul_diagonal, mul_comm (U i j), hU]
      exact h
    have hVH : diagonal hH.eigenvalues * V = V * H := by
      calc diagonal hH.eigenvalues * V
          = (V * U) * diagonal hH.eigenvalues * V := by rw [hVU, one_mul]
        _ = V * (H * U) * V := by rw [hHU, mul_assoc V U]
        _ = V * H * (U * V) := by noncomm_ring
        _ = V * H := by rw [hUV, mul_one]
    refine even_card_modes hH.eigenvalues (K := V * J * U) ?_ ?_ (fun x => x < 0)
    · calc V * J * U * (V * J * U) = V * J * (U * V) * J * U := by noncomm_ring
        _ = V * (J * J) * U := by rw [hUV, mul_one, mul_assoc V J J]
        _ = -1 := by rw [hJ, mul_neg, mul_one, neg_mul, hVU]
    · calc diagonal hH.eigenvalues * (V * J * U)
          = (diagonal hH.eigenvalues * V) * J * U := by noncomm_ring
        _ = V * (H * J) * U := by rw [hVH, mul_assoc V H J]
        _ = V * J * (H * U) := by rw [hc]; noncomm_ring
        _ = V * J * U * diagonal hH.eigenvalues := by rw [hHU]; noncomm_ring
  refine ⟨even_finrank_eigenspace hJ hc, hev, fun h => ?_⟩
  rw [h] at hev
  exact Nat.not_even_one hev

/-- If a real symmetric Hessian commutes with a real matrix `R` obeying `R² + 1 = 2 cos θ R` with
`sin θ ≠ 0`, its saddle index is even. -/
theorem even_index_of_rotation {H R : Matrix n n ℝ} (hH : H.IsHermitian) {θ : ℝ}
    (hθ : Real.sin θ ≠ 0) (hR : R * R + 1 = (2 * Real.cos θ) • R)
    (hc : H * R = R * H) : Even (saddleIndex hH) := by
  have hRR : R * R = (2 * Real.cos θ) • R - 1 := eq_sub_of_add_eq hR
  have hsq : (R - Real.cos θ • (1 : Matrix n n ℝ)) * (R - Real.cos θ • (1 : Matrix n n ℝ))
      = (Real.cos θ ^ 2 - 1) • (1 : Matrix n n ℝ) := by
    simp only [sub_mul, mul_sub, smul_mul_assoc, mul_smul_comm, one_mul, mul_one, hRR]
    module
  have hs : (Real.sin θ)⁻¹ * (Real.sin θ)⁻¹ * (Real.cos θ ^ 2 - 1) = -1 := by
    have h : Real.cos θ ^ 2 - 1 = -Real.sin θ ^ 2 := by
      linarith [Real.sin_sq_add_cos_sq θ]
    rw [h]
    field_simp
  -- the quarter turn built from R
  refine (not_index_one_saddle hH
    (J := (Real.sin θ)⁻¹ • (R - Real.cos θ • (1 : Matrix n n ℝ))) ?_ ?_).2.1
  · rw [smul_mul_smul_comm, hsq, smul_smul, hs, neg_one_smul]
  · simp only [mul_smul_comm, smul_mul_assoc, mul_sub, sub_mul, mul_one, one_mul, hc]

/-- For symmetric `A` and antisymmetric `B`, the block Hessian `[[A, -B], [B, A]]` is
symmetric and commutes with `J = [[0, -1], [1, 0]]`, which squares to `-1`. -/
theorem block_hessian_witness {A B : Matrix n n ℝ} (hA : A.IsHermitian) (hB : Bᴴ = -B) :
    (fromBlocks A (-B) B A).IsHermitian ∧
      fromBlocks 0 (-1) 1 0 * fromBlocks 0 (-1) 1 0 = (-1 : Matrix (n ⊕ n) (n ⊕ n) ℝ) ∧
      fromBlocks A (-B) B A * fromBlocks 0 (-1) 1 0
        = fromBlocks 0 (-1) 1 0 * fromBlocks A (-B) B A := by
  refine ⟨?_, ?_, ?_⟩
  · rw [Matrix.IsHermitian, fromBlocks_conjTranspose, conjTranspose_neg, hB, hA.eq, neg_neg]
  · rw [fromBlocks_multiply, ← fromBlocks_one, fromBlocks_neg]
    simp
  · rw [fromBlocks_multiply, fromBlocks_multiply]
    simp

/-- The Hessian `-1` in two dimensions has saddle index exactly two. -/
theorem index_two_attained :
    saddleIndex (isHermitian_one.neg : (-1 : Matrix (Fin 2) (Fin 2) ℝ).IsHermitian) = 2 := by
  have hneg : ∀ (hH : (-1 : Matrix (Fin 2) (Fin 2) ℝ).IsHermitian) (i : Fin 2),
      hH.eigenvalues i < 0 := by
    intro hH i
    have h := hH.mulVec_eigenvectorBasis i
    rw [Matrix.neg_mulVec, Matrix.one_mulVec] at h
    by_contra hi
    -- a non-negative eigenvalue would force the eigenvector to vanish
    apply hH.eigenvectorBasis.orthonormal.ne_zero i
    ext k
    have hk : -(hH.eigenvectorBasis i).ofLp k
        = hH.eigenvalues i * (hH.eigenvectorBasis i).ofLp k := congrFun h k
    have h0 : (hH.eigenvalues i + 1) * (hH.eigenvectorBasis i).ofLp k = 0 := by
      linear_combination -hk
    exact (mul_eq_zero.mp h0).resolve_left (by linarith [not_lt.mp hi])
  unfold saddleIndex
  rw [Finset.filter_true_of_mem (fun i _ => hneg _ i), Finset.card_univ, Fintype.card_fin]

end DegenerateTransitionModes
```

```lean
#print axioms DegenerateTransitionModes.not_index_one_saddle
#print axioms DegenerateTransitionModes.even_index_of_rotation
#print axioms DegenerateTransitionModes.index_two_attained
```

```
'DegenerateTransitionModes.not_index_one_saddle' depends on axioms: [propext, Classical.choice, Quot.sound]
'DegenerateTransitionModes.even_index_of_rotation' depends on axioms: [propext, Classical.choice, Quot.sound]
'DegenerateTransitionModes.index_two_attained' depends on axioms: [propext, Classical.choice, Quot.sound]
```

## From the algebra to the Lean proof

`even_finrank_eigenspace` is the first argument, and it does not use the symmetry of `H`. `hmem` says that `J` preserves the eigenspace, which allows `J` to be restricted to it. `hsq` says that the restriction squares to −1. Taking determinants gives det(j)² = (−1)^d. If d were odd, a square would equal −1, and `nlinarith` refutes this from the non-negativity of squares.

`even_card_modes` is the argument with M, for an arbitrary condition `p` on the force constants in place of negativity. `hKD` proves DK = KD entry by entry, separating the cases `l i = l j` and `l i ≠ l j`. `h1`, `h2` and `h3` evaluate the products that occur in M², `hM` assembles them into 1 − 2D, and `hE` identifies that matrix as diagonal with entries ±1. The ending is the same determinant contradiction.

In `not_index_one_saddle`, the normal modes supplied by Mathlib form `U`, and `V` is its inverse. `hHU` and `hVH` are the relations HU = UΛ and ΛV = VH. The two closing `calc` blocks check that `V * J * U` squares to −1 and commutes with the diagonal matrix, after which `even_card_modes` is applied with the condition `x < 0`. An index of one would then make 1 even.

`even_index_of_rotation` carries out the construction of J from R: `hsq` is the square of R − cos θ, and `hs` is the division by sin² θ. The block example is checked by multiplying out the blocks. For the isotropic maximum, an eigenvector v with eigenvalue λ satisfies −v = λv, so (λ + 1)v = 0. If λ were non-negative, v would vanish, which a normalised eigenvector cannot do. Both eigenvalues are therefore negative, and the count is two.

## What this means for your search

For an exactly symmetric harmonic Hessian whose only negative curvature lies in one E block, the stationary point has index two or a higher even number, so it is not a transition state. Changing parameters while keeping the symmetry and the E block cannot leave a single downhill E mode. If a computed frequency list shows just one, check whether the geometry, the electronic solution or the numerical Hessian has lost the symmetry, or whether the mode has been assigned to the wrong type.
